# The first two derivatives of the ideal mixing entropy of an A₃B alloy with respect to its L1₂ order parameter

In an A₃B alloy with L1₂ order parameter η, a B atom sits on a site of one sublattice with probability 1/4 + 3η/4 and on a site of the other three with probability 1/4 − η/4. The function `mixing` is minus the entropy per site, in units of Boltzmann's constant, with the sites taken as statistically independent. The theorem `hasDerivAt_mixing` says that for −1/3 < η < 1 its first derivative is 3/16 times the difference of ln(p/(1 − p)) between the two kinds of site, p being the occupation probability, and its second derivative is 3(1 + η)/((1 − η)(1 + 3η)(3 + η)). The proof takes the derivatives for a single site from `hasDerivAt_siteTerm`, carries them over to η by the chain rule, and finishes with algebra.

The first attempt, which Lean rejects:

```lean
import Mathlib

open Set Filter Topology

namespace L12Ordering

noncomputable section

/-- Minus the mixing entropy of a site occupied with probability `p`, for `0 ≤ p ≤ 1`. -/
def siteTerm (p : ℝ) : ℝ := p * Real.log p + (1 - p) * Real.log (1 - p)

/-- The logarithmic occupation ratio of a site, for `0 < p < 1`. -/
def exchange (p : ℝ) : ℝ := Real.log p - Real.log (1 - p)

/-- Minus the entropy per site of an A3B alloy with L12 order parameter `η`,
for `-1/3 ≤ η ≤ 1`. -/
def mixing (η : ℝ) : ℝ := (siteTerm (1/4 + 3*η/4) + 3 * siteTerm (1/4 - η/4)) / 4

/-- The difference of logarithmic occupation ratios between the two kinds of sublattice,
times 3/16, for `-1/3 < η < 1`. -/
def slope (η : ℝ) : ℝ := 3/16 * (exchange (1/4 + 3*η/4) - exchange (1/4 - η/4))

/-- A rational function of the order parameter, for `-1/3 < η < 1`. -/
def curvature (η : ℝ) : ℝ := 3 * (1 + η) / ((1 - η) * (1 + 3*η) * (3 + η))

/-- For `0 < p < 1`, the first two derivatives of the site term are the logarithmic occupation ratio
and `1/p + 1/(1-p)`. -/
theorem hasDerivAt_siteTerm {p : ℝ} (h0 : 0 < p) (h1 : p < 1) :
    HasDerivAt siteTerm (exchange p) p ∧ HasDerivAt exchange (p⁻¹ + (1 - p)⁻¹) p := by
  have hne : 1 - p ≠ 0 := (sub_pos.2 h1).ne'
  have hs : HasDerivAt (fun x : ℝ => 1 - x) (-1) p := (hasDerivAt_id' p).const_sub 1
  have h2 : HasDerivAt (fun x : ℝ => (1 - x) * Real.log (1 - x))
      ((Real.log (1 - p) + 1) * (-1)) p :=
    HasDerivAt.comp p (Real.hasDerivAt_mul_log hne) hs
  constructor
  · exact ((Real.hasDerivAt_mul_log h0.ne').fun_add h2).congr_deriv (by unfold exchange; ring)
  · exact ((Real.hasDerivAt_log h0.ne').fun_sub (hs.log hne)).congr_deriv (by ring)

/-- Inside the physical range, `slope` and `curvature` are the first and second derivatives
of the mixing function. -/
theorem hasDerivAt_mixing {η : ℝ} (h : η ∈ Ioo (-1/3 : ℝ) 1) :
    HasDerivAt mixing (slope η) η ∧ HasDerivAt slope (curvature η) η := by
  obtain ⟨hl, hr⟩ := h
  have ha : HasDerivAt (fun x : ℝ => 1/4 + 3*x/4) (3/4) η :=
    ((((hasDerivAt_id' η).const_mul 3).div_const 4).const_add (1/4)).congr_deriv (by norm_num)
  have hb : HasDerivAt (fun x : ℝ => 1/4 - x/4) (-(1/4)) η :=
    ((hasDerivAt_id' η).div_const 4).const_sub (1/4)
  have pa := hasDerivAt_siteTerm (p := 1/4 + 3*η/4) (by linarith) (by linarith)
  have pb := hasDerivAt_siteTerm (p := 1/4 - η/4) (by linarith) (by linarith)
  constructor
  · have h1 : HasDerivAt (fun x => siteTerm (1/4 + 3*x/4)) _ η := HasDerivAt.comp η pa.1 ha
    have h2 : HasDerivAt (fun x => siteTerm (1/4 - x/4)) _ η := HasDerivAt.comp η pb.1 hb
    exact ((h1.fun_add (h2.const_mul 3)).div_const 4).congr_deriv (by unfold slope; ring)
  · have h1 : HasDerivAt (fun x => exchange (1/4 + 3*x/4)) _ η := HasDerivAt.comp η pa.2 ha
    have h2 : HasDerivAt (fun x => exchange (1/4 - x/4)) _ η := HasDerivAt.comp η pb.2 hb
    refine ((h1.fun_sub h2).const_mul (3/16)).congr_deriv ?_
    have n1 : 1 + 3*η ≠ 0 := by linarith
    have n2 : 1 - η ≠ 0 := by linarith
    have n3 : 3 + η ≠ 0 := by linarith
    rw [show 1 - (1/4 + 3*η/4) = 3*(1 - η)/4 by ring, show 1 - (1/4 - η/4) = (3 + η)/4 by ring,
      show 1/4 + 3*η/4 = (1 + 3*η)/4 by ring, show 1/4 - η/4 = (1 - η)/4 by ring]
    unfold curvature
    field_simp
    ring

end

end L12Ordering
```

Compiling this gives:

```
Main.lean:51:66: error: Type mismatch
  HasDerivAt.comp η ?m.391 ha
has type
  HasDerivAt (?m.386 ∘ fun x => 1 / 4 + 3 * x / 4) (?m.388 * (3 / 4)) η
but is expected to have type
  HasDerivAt (fun x => siteTerm (1 / 4 + 3 * x / 4)) ?m.379 η
Main.lean:54:66: error: Type mismatch
  HasDerivAt.comp η ?m.442 ha
has type
  HasDerivAt (?m.437 ∘ fun x => 1 / 4 + 3 * x / 4) (?m.439 * (3 / 4)) η
but is expected to have type
  HasDerivAt (fun x => exchange (1 / 4 + 3 * x / 4)) ?m.430 η
```

The repair, with which the file compiles:

```diff
@@ -49,9 +49,9 @@
   have pb := hasDerivAt_siteTerm (p := 1/4 - η/4) (by linarith) (by linarith)
   constructor
-  · have h1 : HasDerivAt (fun x => siteTerm (1/4 + 3*x/4)) _ η := HasDerivAt.comp η pa.1 ha
-    have h2 : HasDerivAt (fun x => siteTerm (1/4 - x/4)) _ η := HasDerivAt.comp η pb.1 hb
+  · have h1 := HasDerivAt.comp η pa.1 ha
+    have h2 := HasDerivAt.comp η pb.1 hb
     exact ((h1.fun_add (h2.const_mul 3)).div_const 4).congr_deriv (by unfold slope; ring)
-  · have h1 : HasDerivAt (fun x => exchange (1/4 + 3*x/4)) _ η := HasDerivAt.comp η pa.2 ha
-    have h2 : HasDerivAt (fun x => exchange (1/4 - x/4)) _ η := HasDerivAt.comp η pb.2 hb
+  · have h1 := HasDerivAt.comp η pa.2 ha
+    have h2 := HasDerivAt.comp η pb.2 hb
     refine ((h1.fun_sub h2).const_mul (3/16)).congr_deriv ?_
     have n1 : 1 + 3*η ≠ 0 := by linarith
```

Diagnosis. Both messages concern the chain rule, `HasDerivAt.comp`, whose result is about a composition written with `∘`. The `have` lines state the same function written out, as in `fun x => siteTerm (1/4 + 3*x/4)`. By definition the two agree once the outer function is known to be `siteTerm`, but that comes from `pa.1`, and in the message the place of `pa.1` is still the unknown `?m.391` and the outer function the unknown `?m.386`. Lean was thus matching an unknown function composed with the inner one against the written-out form, and did not find the solution. The second message is the same failure with `exchange` and `pa.2`.

The repair drops the stated types. With nothing to match against, Lean reads the outer function off `pa.1` or `pa.2`, and `h1` is stated with `∘`. The later steps accept this, since the composition unfolds to the function they need. The two `h2` lines have the same form and are changed in the same way, though no message names them.
